# Omitting k = 0 from a one-dimensional Gaussian momentum sum: the finite-size error is c/L minus a sum over periodic images

## Bulk integral and cell sum

Let $\alpha>0$ and $c$ be real numbers, and let

$$f(k)=c\,e^{-\alpha k^2}$$

be a function of a one-dimensional wave number $k$. The infinite system assigns to it the bulk value

$$B=\frac{1}{2\pi}\int_{-\infty}^{\infty} f(k)\,dk .$$

A periodic cell of length $L>0$ admits only the wave numbers $k=2\pi n/L$ with $n$ an integer. With the term $n=0$ left out, its value is

$$C(L)=\frac1L\sum_{n\neq 0} f\!\left(\frac{2\pi n}{L}\right).$$

The finite-size error is $E(L)=B-C(L)$, so it is the amount to be added to the cell result. Lengths are plain numbers in a fixed unit, and $\alpha$ and $c$ do not depend on $L$.

## The skipped term in a Monte Carlo energy

Sums without $k=0$ occur in quantum Monte Carlo for charged particles. In atomic units, the interaction energy per electron of a homogeneous electron gas in a three-dimensional cell of volume $\Omega$ contains

$$\frac{1}{2\Omega}\sum_{\mathbf k\neq 0}\frac{4\pi}{k^2}\,\bigl[S(k)-1\bigr],$$

where $S(k)$ is the static structure factor. The finite-size error of the part with $-1$ is cancelled by the Madelung term, a separate constant in the energy, so the part with $S(k)$ is the one to correct. The loop over reciprocal vectors skips $\mathbf k=0$, where $4\pi/k^2$ is singular. The product $4\pi S(k)/k^2$ nevertheless has a finite limit, because $S(k)$ is proportional to $k^2$ at small $k$. One way to correct for the skipped term is to accumulate $S(k)$ during the run, fit $S(k)/k^2$ on the smallest shells, extrapolate to $k=0$, and add the limit of the product divided by $2\Omega$.

The Gaussian model shows this correction at work in one dimension, for a smooth summand that is known exactly and does not change with the cell.

## The error formula by Poisson summation

Define the image sum

$$I(L)=\sum_{m=0}^{\infty}\exp\!\left(-\frac{(m+1)^2L^2}{4\alpha}\right).$$

The claim is that

$$E(L)=\frac cL-\frac{2c}{\sqrt{4\pi\alpha}}\,I(L),\qquad L\,E(L)\to c\quad (L\to\infty).$$

**Bulk value.** Since $\int e^{-\alpha k^2}dk=\sqrt{\pi/\alpha}$,

$$B=\frac{c}{2\pi}\sqrt{\frac{\pi}{\alpha}}=\frac{c}{\sqrt{4\pi\alpha}} .$$

**Complete momentum sum.** Poisson summation replaces the sum of $f(2\pi n/L)$ over all integers $n$ by a sum of Fourier integrals over all integers $\ell$. With $k=2\pi x/L$,

$$\int_{-\infty}^{\infty} f\!\left(\frac{2\pi x}{L}\right)e^{-2\pi i\ell x}dx=\frac{L}{2\pi}\int_{-\infty}^{\infty} c\,e^{-\alpha k^2-i\ell Lk}\,dk .$$

Completing the square,

$$-\alpha k^2-i\ell Lk=-\alpha\left(k+\frac{i\ell L}{2\alpha}\right)^2-\frac{\ell^2L^2}{4\alpha},$$

so the integral equals $LB\,e^{-\ell^2L^2/(4\alpha)}$. The term $\ell=0$ gives $LB$, and $\ell$ and $-\ell$ contribute equally. Writing the positive values as $\ell=m+1$,

$$\sum_{n} f\!\left(\frac{2\pi n}{L}\right)=LB\,\bigl(1+2I(L)\bigr).$$

**Removing $n=0$.** That term is $f(0)=c$. Hence

$$C(L)=B\bigl(1+2I(L)\bigr)-\frac cL,\qquad E(L)=\frac cL-2B\,I(L),$$

which is the stated formula.

**Size of the image sum.** Put $q=e^{-L^2/(4\alpha)}<1$. Because $(m+1)^2\ge m+1$,

$$0<I(L)\le\sum_{m=0}^\infty q^{m+1}=\frac{q}{1-q}.$$

For $c>0$ the term $c/L$ is therefore too large as an estimate of the error, but only slightly when $L$ is much larger than $\sqrt\alpha$. For example, with $\alpha=c=1$ and $L=10$ it is $0.1$, and it exceeds the true error by less than $10^{-11}$.

**Large cells.** If $L\ge4\alpha$, then $L^2/(4\alpha)\ge L$ and $q\le e^{-L}$. If also $L\ge1$, then $e^{-L}\le1/2$, so $I(L)\le 2q\le2e^{-L}$. For every natural number $p$,

$$L^p\left|E(L)-\frac cL\right|\le\frac{4|c|}{\sqrt{4\pi\alpha}}\,L^pe^{-L}\to0 .$$

Taking $p=1$ gives $L\,E(L)-c\to0$. When $c\neq0$, the missing term thus dominates the error in large cells.

## What the Lean theorems say

The definitions follow the physics directly. `summand α c k` is $f(k)$, `bulkValue α c` is $B$, `cellValue α c L` is $C(L)$, `finiteSizeError α c L` is $E(L)$ and `imageSum α L` is $I(L)$. The bulk value is a Lebesgue integral over the real line. The cell value is a sum over all integers in which an `if` sets the term `n = 0` to zero.

- `finiteSizeError_eq` is the exact formula, for every real $c$ and all $\alpha,L>0$.
- `leading_term_overestimates` adds the hypothesis $c>0$. It says that $c/L-E(L)$ is positive and at most $\frac{2c}{\sqrt{4\pi\alpha}}\frac{q}{1-q}$.
- `corrected_error_tendsto` says that $L^p\,(E(L)-c/L)\to0$ for each natural number `p`. Here `atTop` means that $L$ grows through the real numbers, and `𝓝 0` is the neighbourhood filter of the limit.
- `length_mul_error_tendsto` says that $L\,E(L)\to c$.

The theorems concern one dimension and a Gaussian with fixed parameters. They contain no Coulomb interaction, no statistical noise and no structure factor that varies with the cell. The very small remainder reflects the smoothness of the Gaussian: a summand with a cusp at $k=0$ generally leaves further errors that fall only as powers of $1/L$.

## The Lean development

```lean
import Mathlib

open Filter Topology
open scoped Real

namespace GaussianFiniteSize

noncomputable section

/-- The Gaussian summand `f(k) = c exp(-α k²)` in one dimension. -/
def summand (α c k : ℝ) : ℝ := c * Real.exp (-α * k ^ 2)

/-- The infinite-system value `(1/2π) ∫ f(k) dk`, for `α > 0`. -/
def bulkValue (α c : ℝ) : ℝ := 1 / (2 * π) * ∫ k : ℝ, summand α c k

/-- For `α > 0`, the value in a periodic cell of length `L > 0`: the sum over the momenta `2πn/L`,
divided by `L`, with the `k = 0` term left out. -/
def cellValue (α c L : ℝ) : ℝ :=
  1 / L * ∑' n : ℤ, if n = 0 then 0 else summand α c (2 * π * n / L)

/-- For `α > 0`, the finite-size error for a cell of length `L > 0`: bulk value minus cell value. -/
def finiteSizeError (α c L : ℝ) : ℝ := bulkValue α c - cellValue α c L

/-- The sum over periodic images `∑_{m ≥ 1} exp(-m² L²/(4α))`, for `α > 0` and `L ≠ 0`; the index is
shifted by one. -/
def imageSum (α L : ℝ) : ℝ :=
  ∑' m : ℕ, Real.exp (-(L ^ 2 / (4 * α)) * ((m : ℝ) + 1) ^ 2)

/-- A Gaussian of positive exponent `b`, sampled at the integers, sums to its central value
plus twice the sum over the positive integers. -/
theorem hasSum_gaussian_int {b : ℝ} (hb : 0 < b) :
    HasSum (fun n : ℤ => Real.exp (-b * (n : ℝ) ^ 2))
      (1 + 2 * ∑' m : ℕ, Real.exp (-b * ((m : ℝ) + 1) ^ 2)) := by
  -- convergence by comparison with a geometric series
  have h0 : Summable fun n : ℕ => Real.exp (-b * (n : ℝ) ^ 2) := by
    refine Summable.of_nonneg_of_le (fun n => (Real.exp_pos _).le) (fun n => ?_)
      (summable_geometric_of_lt_one (Real.exp_pos (-b)).le
        (Real.exp_lt_one_iff.mpr (by linarith)))
    rw [← Real.exp_nat_mul]
    apply Real.exp_le_exp.mpr
    have h : (n : ℝ) ≤ (n : ℝ) ^ 2 := by
      exact_mod_cast Nat.le_self_pow two_ne_zero n
    nlinarith [mul_le_mul_of_nonneg_left h hb.le]
  have h1 : Summable fun m : ℕ => Real.exp (-b * ((m : ℝ) + 1) ^ 2) := by
    have h := (summable_nat_add_iff 1).mpr h0
    simpa only [Nat.cast_add, Nat.cast_one] using h
  have h2 : HasSum (fun n : ℕ => Real.exp (-b * (((n : ℤ) : ℝ)) ^ 2))
      (1 + ∑' m : ℕ, Real.exp (-b * ((m : ℝ) + 1) ^ 2)) := by
    have h := h0.hasSum
    rw [h0.tsum_eq_zero_add] at h
    simpa only [Int.cast_natCast, Nat.cast_add, Nat.cast_one, Nat.cast_zero, ne_eq,
      OfNat.ofNat_ne_zero, not_false_eq_true, zero_pow, mul_zero, Real.exp_zero] using h
  -- the negative integers repeat the positive ones
  have h3 : HasSum (fun n : ℕ => Real.exp (-b * ((-((n : ℤ) + 1) : ℤ) : ℝ) ^ 2))
      (∑' m : ℕ, Real.exp (-b * ((m : ℝ) + 1) ^ 2)) := by
    have e : (fun n : ℕ => Real.exp (-b * ((-((n : ℤ) + 1) : ℤ) : ℝ) ^ 2)) =
        fun m : ℕ => Real.exp (-b * ((m : ℝ) + 1) ^ 2) := by
      funext n
      push_cast
      congr 1
      ring
    rw [e]
    exact h1.hasSum
  convert HasSum.of_nat_of_neg_add_one
    (f := fun n : ℤ => Real.exp (-b * (n : ℝ) ^ 2)) h2 h3 using 1
  ring

/-- For `α > 0` the bulk value is `c / √(4πα)`. -/
theorem bulkValue_eq {α : ℝ} (hα : 0 < α) (c : ℝ) :
    bulkValue α c = c / Real.sqrt (4 * π * α) := by
  have hπ := Real.pi_pos
  have hs : 0 < Real.sqrt (4 * π * α) := Real.sqrt_pos.mpr (by positivity)
  have h : Real.sqrt (π / α) = 2 * π / Real.sqrt (4 * π * α) := by
    rw [eq_div_iff hs.ne', ← Real.sqrt_mul (by positivity),
      show π / α * (4 * π * α) = (2 * π) ^ 2 by field_simp; norm_num,
      Real.sqrt_sq (by positivity)]
  unfold bulkValue summand
  rw [MeasureTheory.integral_const_mul, integral_gaussian, h]
  field_simp

/-- Poisson summation: for `α, L > 0` the complete momentum sum, `k = 0` included, is
`L c / √(4πα)` times one plus twice the image sum. -/
theorem hasSum_momenta {α L : ℝ} (hα : 0 < α) (hL : 0 < L) (c : ℝ) :
    HasSum (fun n : ℤ => summand α c (2 * π * n / L))
      (L * c / Real.sqrt (4 * π * α) * (1 + 2 * imageSum α L)) := by
  have hπ := Real.pi_pos
  have ha : 0 < 4 * π * α / L ^ 2 := by positivity
  have hb : 0 < L ^ 2 / (4 * α) := by positivity
  have hP := Real.tsum_exp_neg_mul_int_sq ha
  have hc : -π / (4 * π * α / L ^ 2) = -(L ^ 2 / (4 * α)) := by field_simp
  rw [hc, ← Real.sqrt_eq_rpow, Real.sqrt_div (by positivity), Real.sqrt_sq hL.le,
    (hasSum_gaussian_int hb).tsum_eq] at hP
  have hs : Summable fun n : ℤ => Real.exp (-π * (4 * π * α / L ^ 2) * (n : ℝ) ^ 2) := by
    simpa only [neg_mul] using (hasSum_gaussian_int (mul_pos hπ ha)).summable
  have h := hs.hasSum.mul_left c
  rw [hP] at h
  have e1 : (fun n : ℤ => summand α c (2 * π * n / L)) =
      fun n : ℤ => c * Real.exp (-π * (4 * π * α / L ^ 2) * (n : ℝ) ^ 2) := by
    funext n
    unfold summand
    congr 2
    ring
  have e2 : L * c / Real.sqrt (4 * π * α) * (1 + 2 * imageSum α L) =
      c * (1 / (Real.sqrt (4 * π * α) / L) * (1 + 2 * imageSum α L)) := by
    rw [one_div_div]
    ring
  rw [e1, e2]
  exact h

/-- For `α, L > 0` the finite-size error is exactly the missing `k = 0` term `c/L` minus
`2c/√(4πα)` times the image sum. -/
theorem finiteSizeError_eq {α L : ℝ} (hα : 0 < α) (hL : 0 < L) (c : ℝ) :
    finiteSizeError α c L =
      c / L - 2 * c / Real.sqrt (4 * π * α) * imageSum α L := by
  have h := hasSum_momenta hα hL c
  -- split off the zero-momentum term, which equals c
  have h2 := h.summable.tsum_eq_add_tsum_ite 0
  rw [h.tsum_eq] at h2
  have h0 : summand α c (2 * π * ((0 : ℤ) : ℝ) / L) = c := by simp [summand]

  rw [h0] at h2
  have h3 : cellValue α c L =
      1 / L * (L * c / Real.sqrt (4 * π * α) * (1 + 2 * imageSum α L) - c) :=
    congrArg (fun s => 1 / L * s) (eq_sub_of_add_eq' h2.symm)
  have hLL : 1 / L * L = 1 := one_div_mul_cancel hL.ne'
  unfold finiteSizeError
  rw [bulkValue_eq hα, h3]
  linear_combination
    (-(c / Real.sqrt (4 * π * α) * (1 + 2 * imageSum α L))) * hLL

/-- For `α, L > 0` the image sum is positive and at most `q/(1-q)` with
`q = exp(-L²/(4α))`. -/
theorem imageSum_bounds {α L : ℝ} (hα : 0 < α) (hL : 0 < L) :
    0 < imageSum α L ∧ imageSum α L ≤
      Real.exp (-(L ^ 2 / (4 * α))) / (1 - Real.exp (-(L ^ 2 / (4 * α)))) := by
  have hb : 0 < L ^ 2 / (4 * α) := by positivity
  unfold imageSum
  generalize L ^ 2 / (4 * α) = b at hb ⊢
  have hg := (hasSum_geometric_of_lt_one (Real.exp_pos (-b)).le
    (Real.exp_lt_one_iff.mpr (by linarith))).mul_left (Real.exp (-b))
  have hle : ∀ m : ℕ, Real.exp (-b * ((m : ℝ) + 1) ^ 2) ≤
      Real.exp (-b) * Real.exp (-b) ^ m := by
    intro m
    rw [← Real.exp_nat_mul, ← Real.exp_add]
    apply Real.exp_le_exp.mpr
    have hm : (0 : ℝ) ≤ m := Nat.cast_nonneg m
    nlinarith [mul_nonneg hb.le (mul_nonneg hm (by linarith : (0 : ℝ) ≤ m + 1))]
  have hs : Summable fun m : ℕ => Real.exp (-b * ((m : ℝ) + 1) ^ 2) :=
    Summable.of_nonneg_of_le (fun m => (Real.exp_pos _).le) hle hg.summable
  refine ⟨hs.tsum_pos (fun m => (Real.exp_pos _).le) 0 (Real.exp_pos _), ?_⟩
  rw [div_eq_mul_inv]
  exact hasSum_le hle hs.hasSum hg

/-- For `α, L, c > 0` the term `c/L` overestimates the finite-size error, by at most
`2c/√(4πα) · q/(1-q)` with `q = exp(-L²/(4α))`. -/
theorem leading_term_overestimates {α L c : ℝ} (hα : 0 < α) (hL : 0 < L) (hc : 0 < c) :
    0 < c / L - finiteSizeError α c L ∧
    c / L - finiteSizeError α c L ≤ 2 * c / Real.sqrt (4 * π * α) *
      (Real.exp (-(L ^ 2 / (4 * α))) / (1 - Real.exp (-(L ^ 2 / (4 * α))))) := by
  obtain ⟨h1, h2⟩ := imageSum_bounds hα hL
  have hπ := Real.pi_pos
  have hK : 0 < 2 * c / Real.sqrt (4 * π * α) := by positivity
  rw [finiteSizeError_eq hα hL, sub_sub_cancel]
  exact ⟨mul_pos hK h1, mul_le_mul_of_nonneg_left h2 hK.le⟩

/-- For `α > 0`, once the missing term `c/L` is accounted for, the remaining error vanishes
faster than any power of `1/L` as `L → ∞`. -/
theorem corrected_error_tendsto {α : ℝ} (hα : 0 < α) (c : ℝ) (p : ℕ) :
    Tendsto (fun L : ℝ => L ^ p * (finiteSizeError α c L - c / L)) atTop (𝓝 0) := by
  have hlim := (Real.tendsto_pow_mul_exp_neg_atTop_nhds_zero p).const_mul
    (|2 * c / Real.sqrt (4 * π * α)| * 2)
  rw [mul_zero] at hlim
  refine squeeze_zero_norm' ?_ hlim
  filter_upwards [eventually_ge_atTop (1 : ℝ), eventually_ge_atTop (4 * α)] with L h1 h4
  have hL : 0 < L := by linarith
  obtain ⟨hpos, hle⟩ := imageSum_bounds hα hL
  -- for large L the image sum is at most 2 exp(-L)
  have hq : Real.exp (-(L ^ 2 / (4 * α))) ≤ Real.exp (-L) := by
    apply Real.exp_le_exp.mpr
    apply neg_le_neg
    rw [le_div_iff₀ (by positivity)]
    nlinarith
  have hhalf : Real.exp (-L) ≤ 1 / 2 := by
    have e1 : Real.exp (-L) * Real.exp L = 1 := by
      rw [← Real.exp_add, neg_add_cancel, Real.exp_zero]
    have e2 : 2 ≤ Real.exp L := by linarith [Real.add_one_le_exp L]
    nlinarith [mul_le_mul_of_nonneg_left e2 (Real.exp_pos (-L)).le]
  have hq0 := Real.exp_pos (-(L ^ 2 / (4 * α)))
  have hI : imageSum α L ≤ 2 * Real.exp (-L) := by
    refine hle.trans ?_
    rw [div_le_iff₀ (by linarith)]
    nlinarith [Real.exp_pos (-L)]
  have e : L ^ p * (finiteSizeError α c L - c / L) =
      -(2 * c / Real.sqrt (4 * π * α) * (L ^ p * imageSum α L)) := by
    rw [finiteSizeError_eq hα hL]
    ring
  rw [e, Real.norm_eq_abs, abs_neg, abs_mul,
    abs_of_nonneg (mul_nonneg (pow_nonneg hL.le p) hpos.le)]
  calc |2 * c / Real.sqrt (4 * π * α)| * (L ^ p * imageSum α L)
      ≤ |2 * c / Real.sqrt (4 * π * α)| * (L ^ p * (2 * Real.exp (-L))) :=
        mul_le_mul_of_nonneg_left
          (mul_le_mul_of_nonneg_left hI (pow_nonneg hL.le p)) (abs_nonneg _)
    _ = |2 * c / Real.sqrt (4 * π * α)| * 2 * (L ^ p * Real.exp (-L)) := by ring

/-- For `α > 0`, the cell length times the finite-size error tends to `c`, the value of the
summand at `k = 0`, as `L → ∞`. -/
theorem length_mul_error_tendsto {α : ℝ} (hα : 0 < α) (c : ℝ) :
    Tendsto (fun L : ℝ => L * finiteSizeError α c L) atTop (𝓝 c) := by
  have h := (corrected_error_tendsto hα c 1).add_const c
  rw [zero_add] at h
  refine h.congr' ?_
  filter_upwards [eventually_gt_atTop (0 : ℝ)] with L hL
  have hc : L * (c / L) = c := by field_simp
  linear_combination -hc

end

end GaussianFiniteSize
```

```lean
#print axioms GaussianFiniteSize.finiteSizeError_eq
#print axioms GaussianFiniteSize.leading_term_overestimates
#print axioms GaussianFiniteSize.length_mul_error_tendsto
```

```
'GaussianFiniteSize.finiteSizeError_eq' depends on axioms: [propext, Classical.choice, Quot.sound]
'GaussianFiniteSize.leading_term_overestimates' depends on axioms: [propext, Classical.choice, Quot.sound]
'GaussianFiniteSize.length_mul_error_tendsto' depends on axioms: [propext, Classical.choice, Quot.sound]
```

## From Gaussian series to the large-cell limit

`hasSum_gaussian_int` handles a Gaussian series with exponent $b>0$. Convergence comes from $n\le n^2$ and comparison with a geometric series of ratio $e^{-b}$. The integers are then split into $0,1,2,\dots$ and $-1,-2,\dots$, and `HasSum.of_nat_of_neg_add_one` joins the two halves. The result is one plus twice the sum over positive integers, which is the pairing of $\ell$ with $-\ell$ above.

`bulkValue_eq` takes the constant out of the integral and applies `integral_gaussian`. The rest is the identity $\sqrt{\pi/\alpha}=2\pi/\sqrt{4\pi\alpha}$.

`hasSum_momenta` carries out the Poisson step. Mathlib's `Real.tsum_exp_neg_mul_int_sq` relates two Gaussian series,

$$\sum_n e^{-\pi a n^2}=\frac{1}{\sqrt a}\sum_n e^{-\pi n^2/a},$$

and is used with $a=4\pi\alpha/L^2$. The left exponent is then $-\alpha(2\pi n/L)^2$ and the right one is $-n^2L^2/(4\alpha)$, so the Fourier integral need not be computed again. The lemma `hasSum_gaussian_int` is used twice: it evaluates the right-hand series in terms of the image sum and supplies convergence on the left.

`finiteSizeError_eq` separates the zero-momentum term with `tsum_eq_add_tsum_ite`, checks that it equals `c`, and solves for the cell value. The closing `linear_combination` is the cancellation of the bulk value, using $(1/L)\,L=1$.

`imageSum_bounds` abbreviates $L^2/(4\alpha)$ to `b` and proves the termwise inequality `hle`, which is $(m+1)^2\ge m+1$ in the exponent. `hasSum_le` sums it to give the upper bound, and positivity follows because every term is positive. `leading_term_overestimates` inserts these bounds into the exact formula and multiplies by the positive prefactor.

`corrected_error_tendsto` is a squeeze argument. `filter_upwards` restricts attention to $L\ge1$ and $L\ge4\alpha$. The steps `hq`, `hhalf` and `hI` are, in order, $q\le e^{-L}$, $e^{-L}\le1/2$ and $I(L)\le2e^{-L}$. The final `calc` gives the bound by a constant times $L^pe^{-L}$, whose limit is zero by a Mathlib lemma.

`length_mul_error_tendsto` takes `p = 1` and adds the constant `c` to the limit. For $L>0$ the identity $L\,(c/L)=c$ turns the resulting expression into $L\,E(L)$.
